# The Hopf map forgets only a phase, and its lattice model is gapless exactly at m = ±1 and ±3

A spinor z = (z₀, z₁) is taken here to be any pair of complex numbers, not a unit vector. Its length can then vary with momentum and reach zero, which is how the lattice model below closes its gap. In Lean, z has type `Fin 2 → ℂ`.

```lean
import Mathlib

open Matrix ComplexConjugate

namespace HopfInsulator

noncomputable section
```

## From a spinor to a real vector

The Pauli matrices are numbered 0, 1, 2 for the directions x, y, z, so σ₀ is the x matrix and not the identity.

```lean
/-- The three Pauli matrices. -/
def pauli : Fin 3 → Matrix (Fin 2) (Fin 2) ℂ :=
  ![!![0, 1; 1, 0], !![0, -Complex.I; Complex.I, 0], !![1, 0; 0, -1]]
```

The Hopf map sends z to the vector d(z) with components

d_i = z† σ_i z.

The definition takes the real part, so that d has real entries by type.

```lean
/-- The Hopf map: the vector `d(z) = z† σ z` of a two-component spinor. -/
def hopf (z : Fin 2 → ℂ) (i : Fin 3) : ℝ := (star z ⬝ᵥ (pauli i *ᵥ z)).re
```

The squared length of the spinor is |z|² = |z₀|² + |z₁|².

```lean
/-- The squared norm of a spinor. -/
def spinorNormSq (z : Fin 2 → ℂ) : ℝ := ∑ i, ‖z i‖ ^ 2
```

Any real vector d defines a two-band Hamiltonian

H = d·σ = Σ_i d_i σ_i.

```lean
/-- The two-band Hamiltonian `d · σ`. -/
def bloch (d : Fin 3 → ℝ) : Matrix (Fin 2) (Fin 2) ℂ := ∑ i, (d i : ℂ) • pauli i
```

The lattice model chooses z as a function of three real momenta x, y, u, with the lattice constant set to one:

z = (sin x + i sin y, sin u + i(cos x + cos y + cos u − m)).

The real parameter m is a momentum-independent offset that tunes the gap. Each entry is stored as a pair ⟨real part, imaginary part⟩.

```lean
/-- The lattice spinor `(sin x + i sin y, sin u + i (cos x + cos y + cos u - m))`,
each entry written as a pair of real and imaginary part. -/
def latticeSpinor (m x y u : ℝ) : Fin 2 → ℂ :=
  ![⟨Real.sin x, Real.sin y⟩, ⟨Real.sin u, Real.cos x + Real.cos y + Real.cos u - m⟩]
```

Since each σ_i is Hermitian, z† σ_i z is real, and taking the real part loses nothing. The proof checks the imaginary part for each i.

```lean
/-- The numbers `z† σ_i z` are real and equal the components of `d(z)`. -/
theorem hopf_eq_expectation (z : Fin 2 → ℂ) (i : Fin 3) :
    (hopf z i : ℂ) = star z ⬝ᵥ (pauli i *ᵥ z) := by
  apply Complex.ext
  · rfl
  · fin_cases i <;> simp [pauli, Matrix.mulVec, dotProduct, Fin.sum_univ_two] <;> ring
```

Multiplying out gives

d₀ = 2 Re(z₀* z₁), d₁ = 2 Im(z₀* z₁), d₂ = |z₀|² − |z₁|².

Lean states this in real and imaginary parts.

```lean
/-- The components of `d(z)` in terms of the real and imaginary parts of the spinor. -/
theorem hopf_components (z : Fin 2 → ℂ) :
    hopf z 0 = 2 * ((z 0).re * (z 1).re + (z 0).im * (z 1).im) ∧
    hopf z 1 = 2 * ((z 0).re * (z 1).im - (z 0).im * (z 1).re) ∧
    hopf z 2 = (z 0).re ^ 2 + (z 0).im ^ 2 - (z 1).re ^ 2 - (z 1).im ^ 2 := by
  refine ⟨?_, ?_, ?_⟩ <;>
    simp [hopf, pauli, Matrix.mulVec, dotProduct, Fin.sum_univ_two] <;> ring
```

Hence

|d|² = 4|z₀|²|z₁|² + (|z₀|² − |z₁|²)² = (|z₀|² + |z₁|²)²,

and |d| = |z|², because |z|² is nonnegative. In particular, unit spinors go to unit vectors.

```lean
/-- The length of `d(z)` is the squared norm of the spinor. -/
theorem hopf_norm (z : Fin 2 → ℂ) : √(∑ i, hopf z i ^ 2) = spinorNormSq z := by
  obtain ⟨hx, hy, hz⟩ := hopf_components z
  have h : ∑ i, hopf z i ^ 2 = spinorNormSq z ^ 2 := by
    simp only [spinorNormSq, Fin.sum_univ_three, Fin.sum_univ_two, hx, hy, hz,
      Complex.sq_norm, Complex.normSq_apply]
    ring
  rw [h]
  exact Real.sqrt_sq (Finset.sum_nonneg fun i _ => sq_nonneg ‖z i‖)
```

## Equal vectors, equal spinors up to a phase

Suppose d(z) = d(w). Equal lengths give |z₀|² + |z₁|² = |w₀|² + |w₁|², and d₂ fixes the differences, so |z₀| = |w₀| and |z₁| = |w₁| (`ha`, `hb`). The other two components give z₀* z₁ = w₀* w₁ (`hc`).

If z₀ ≠ 0, put c = w₀/z₀, which has modulus one. Then

z₀* (w₁ z₀) = w₁ w₀* w₀ = z₀* (w₀ z₁).

Cancelling z₀* gives w₁ = c z₁ (`key`, `k1`). If z₀ = 0, then w₀ = 0, and c = w₁/z₁ works unless z₁ = 0 as well; in that case both spinors vanish and c = 1 serves.

Conversely, replacing z by c z multiplies every d_i by |c|² = 1.

```lean
/-- Hopf fibres: two spinors have the same vector `d` exactly when they differ by a phase. -/
theorem hopf_eq_iff (z w : Fin 2 → ℂ) :
    hopf z = hopf w ↔ ∃ c : ℂ, ‖c‖ = 1 ∧ w = c • z := by
  obtain ⟨zx, zy, zz⟩ := hopf_components z
  obtain ⟨wx, wy, wz⟩ := hopf_components w
  constructor
  · intro h
    have hN : spinorNormSq z = spinorNormSq w := by rw [← hopf_norm, ← hopf_norm, h]
    have e0 := congrFun h 0
    have e1 := congrFun h 1
    have e2 := congrFun h 2
    rw [zx, wx] at e0
    rw [zy, wy] at e1
    rw [zz, wz] at e2
    simp only [spinorNormSq, Fin.sum_univ_two, Complex.sq_norm, Complex.normSq_apply] at hN
    -- both components keep their moduli, and the relative product is the same
    have ha : ‖z 0‖ = ‖w 0‖ := by
      apply (sq_eq_sq₀ (norm_nonneg _) (norm_nonneg _)).1
      simp only [Complex.sq_norm, Complex.normSq_apply]
      linarith
    have hb : ‖z 1‖ = ‖w 1‖ := by
      apply (sq_eq_sq₀ (norm_nonneg _) (norm_nonneg _)).1
      simp only [Complex.sq_norm, Complex.normSq_apply]
      linarith
    have hc : conj (z 0) * z 1 = conj (w 0) * w 1 := by
      apply Complex.ext
      · simp only [Complex.mul_re, Complex.conj_re, Complex.conj_im]
        linarith
      · simp only [Complex.mul_im, Complex.conj_re, Complex.conj_im]
        linarith
    by_cases h0 : z 0 = 0
    · have w0 : w 0 = 0 := by rw [← norm_eq_zero, ← ha, h0, norm_zero]
      by_cases h1 : z 1 = 0
      · have w1 : w 1 = 0 := by rw [← norm_eq_zero, ← hb, h1, norm_zero]
        refine ⟨1, norm_one, ?_⟩
        funext i
        fin_cases i <;> simp [h0, h1, w0, w1]
      · refine ⟨w 1 / z 1, ?_, ?_⟩
        · rw [norm_div, ← hb, div_self (norm_ne_zero_iff.2 h1)]
        · funext i
          fin_cases i <;> simp [h0, h1, w0]
    · -- the phase is read off from the first component
      have hn : conj (z 0) * z 0 = conj (w 0) * w 0 := by
        rw [Complex.conj_mul', Complex.conj_mul', ha]
      have hz0 : conj (z 0) ≠ 0 := (map_ne_zero _).2 h0
      have key : w 1 * z 0 = w 0 * z 1 := by
        apply mul_left_cancel₀ hz0
        linear_combination w 1 * hn - w 0 * hc
      have k1 : w 1 = w 0 / z 0 * z 1 := by
        rw [div_mul_eq_mul_div, eq_div_iff h0, key]
      refine ⟨w 0 / z 0, ?_, ?_⟩
      · rw [norm_div, ← ha, div_self (norm_ne_zero_iff.2 h0)]
      · funext i
        fin_cases i
        · simp [h0]
        · exact k1
  · rintro ⟨c, hc, rfl⟩
    have h1 : c.re * c.re + c.im * c.im = 1 := by
      rw [← Complex.normSq_apply, ← Complex.sq_norm, hc, one_pow]
    simp only [Pi.smul_apply, smul_eq_mul, Complex.mul_re, Complex.mul_im] at wx wy wz
    have e0 : hopf z 0 = hopf (c • z) 0 := by
      rw [wx, zx]
      linear_combination (-2 * ((z 0).re * (z 1).re + (z 0).im * (z 1).im)) * h1
    have e1 : hopf z 1 = hopf (c • z) 1 := by
      rw [wy, zy]
      linear_combination (-2 * ((z 0).re * (z 1).im - (z 0).im * (z 1).re)) * h1
    have e2 : hopf z 2 = hopf (c • z) 2 := by
      rw [wz, zz]
      linear_combination
        (-((z 0).re ^ 2 + (z 0).im ^ 2 - (z 1).re ^ 2 - (z 1).im ^ 2)) * h1
    funext i
    fin_cases i
    exacts [e0, e1, e2]
```

The length formula also shows that d(z) = 0 forces |z|² = 0, hence z = 0.

```lean
/-- The vector `d(z)` vanishes exactly when `z` is the zero spinor. -/
theorem hopf_eq_zero_iff (z : Fin 2 → ℂ) : hopf z = 0 ↔ z = 0 := by
  constructor
  · intro h
    have h1 : spinorNormSq z = 0 := by rw [← hopf_norm, h]; simp
    unfold spinorNormSq at h1
    funext i
    have h2 := (Finset.sum_eq_zero_iff_of_nonneg (fun i _ => sq_nonneg ‖z i‖)).1 h1 i
      (Finset.mem_univ i)
    simpa using h2
  · rintro rfl
    funext i
    simp [hopf]
```

## Energies of d·σ

As a matrix, H has diagonal entries d₂, −d₂ and off-diagonal entries d₀ ∓ i d₁.

```lean
/-- The Hamiltonian `d · σ` written out as a two by two matrix. -/
theorem bloch_entries (d : Fin 3 → ℝ) :
    bloch d = !![(d 2 : ℂ), d 0 - Complex.I * d 1; d 0 + Complex.I * d 1, -(d 2 : ℂ)] := by
  ext i j
  fin_cases i <;> fin_cases j <;> simp [bloch, pauli, Fin.sum_univ_three] <;> ring
```

In H² the off-diagonal entries cancel, and each diagonal entry is d₂² + (d₀ − i d₁)(d₀ + i d₁), so

H² = |d|² · 1.

```lean
/-- The square of `d · σ` is the squared length of `d` times the identity. -/
theorem bloch_sq (d : Fin 3 → ℝ) :
    bloch d * bloch d = ((∑ i, d i ^ 2 : ℝ) : ℂ) • (1 : Matrix (Fin 2) (Fin 2) ℂ) := by
  rw [bloch_entries]
  ext i j
  fin_cases i <;> fin_cases j <;>
    simp [Matrix.mul_apply, Fin.sum_univ_two, Fin.sum_univ_three] <;>
    first
    | ring1
    | linear_combination (-(d 1 : ℂ) ^ 2) * Complex.I_sq
```

For d = d(z), the first component of H z is

(|z₀|² − |z₁|²) z₀ + 2 z₀ z₁* z₁ = |z|² z₀,

and the second works the same way. A nonzero z is therefore an eigenvector with energy |z|²; the normalised state is z/|z|.

```lean
/-- The spinor `z` satisfies the eigenvalue equation of `d(z) · σ` with energy `|z|²`. -/
theorem bloch_hopf_mulVec (z : Fin 2 → ℂ) :
    bloch (hopf z) *ᵥ z = (spinorNormSq z : ℂ) • z := by
  obtain ⟨hx, hy, hz⟩ := hopf_components z
  have hN : spinorNormSq z =
      (z 0).re ^ 2 + (z 0).im ^ 2 + (z 1).re ^ 2 + (z 1).im ^ 2 := by
    simp only [spinorNormSq, Fin.sum_univ_two, Complex.sq_norm, Complex.normSq_apply]
    ring
  rw [bloch_entries]
  funext i
  fin_cases i <;> apply Complex.ext <;>
    simp [Matrix.mulVec, dotProduct, Fin.sum_univ_two, -Complex.ofReal_add,
      -Complex.ofReal_sub, -Complex.ofReal_mul, -Complex.ofReal_pow] <;>
    rw [hN] <;> simp only [hx, hy, hz] <;> ring
```

## Where the gap closes

H has trace zero and squares to |d|² · 1, so its two energies are |d| and −|d|, and the gap between them is 2|d|. The gap closes where d vanishes, which by the previous results is exactly where the lattice spinor does. That requires sin x = sin y = sin u = 0, so each cosine is ±1, and

m = cos x + cos y + cos u.

The eight sign choices, which `rcases` runs through, leave only 1, −1, 3 and −3. These are attained at (0, 0, π), (0, π, π), (0, 0, 0) and (π, π, π) respectively.

```lean
/-- The vector `d` of the lattice spinor vanishes at some momentum exactly when the mass
parameter `m` is `1`, `-1`, `3` or `-3`. -/
theorem hopf_lattice_vanishes_iff (m : ℝ) :
    (∃ x y u : ℝ, hopf (latticeSpinor m x y u) = 0) ↔ m = 1 ∨ m = -1 ∨ m = 3 ∨ m = -3 := by
  simp only [hopf_eq_zero_iff]
  constructor
  · rintro ⟨x, y, u, h⟩
    have hx : Real.sin x = 0 := congrArg Complex.re (congrFun h 0)
    have hy : Real.sin y = 0 := congrArg Complex.im (congrFun h 0)
    have hu : Real.sin u = 0 := congrArg Complex.re (congrFun h 1)
    have hm : Real.cos x + Real.cos y + Real.cos u - m = 0 :=
      congrArg Complex.im (congrFun h 1)
    -- every cosine is 1 or -1, and m is their sum
    rcases Real.sin_eq_zero_iff_cos_eq.1 hx with a | a <;>
    rcases Real.sin_eq_zero_iff_cos_eq.1 hy with b | b <;>
    rcases Real.sin_eq_zero_iff_cos_eq.1 hu with c | c <;>
    rw [a, b, c] at hm <;>
    first
    | exact Or.inl (by linarith)
    | exact Or.inr (Or.inl (by linarith))
    | exact Or.inr (Or.inr (Or.inl (by linarith)))
    | exact Or.inr (Or.inr (Or.inr (by linarith)))
  · rintro (rfl | rfl | rfl | rfl)
    · refine ⟨0, 0, Real.pi, ?_⟩
      funext i
      fin_cases i <;> apply Complex.ext <;> simp [latticeSpinor]
    · refine ⟨0, Real.pi, Real.pi, ?_⟩
      funext i
      fin_cases i <;> apply Complex.ext <;> simp [latticeSpinor]
    · refine ⟨0, 0, 0, ?_⟩
      funext i
      fin_cases i <;> apply Complex.ext <;> simp [latticeSpinor]
      norm_num
    · refine ⟨Real.pi, Real.pi, Real.pi, ?_⟩
      funext i
      fin_cases i <;> apply Complex.ext <;> simp [latticeSpinor]
      norm_num
```

If H ψ = 0 with ψ ≠ 0, applying H again gives |d|² ψ = 0, so d = 0. Conversely, d = 0 makes H the zero matrix, and any nonzero ψ is a zero mode. Lean uses (1, 1), which normalises to (1, 1)/√2.

```lean
/-- The lattice Hamiltonian `d · σ` has a zero-energy state at some momentum exactly when
`m` is `1`, `-1`, `3` or `-3`. -/
theorem zero_energy_state_iff (m : ℝ) :
    (∃ x y u : ℝ, ∃ ψ : Fin 2 → ℂ, ψ ≠ 0 ∧ bloch (hopf (latticeSpinor m x y u)) *ᵥ ψ = 0) ↔
      m = 1 ∨ m = -1 ∨ m = 3 ∨ m = -3 := by
  rw [← hopf_lattice_vanishes_iff]
  constructor
  · rintro ⟨x, y, u, ψ, hne, hψ⟩
    refine ⟨x, y, u, ?_⟩
    generalize hopf (latticeSpinor m x y u) = d at hψ ⊢
    -- apply the Hamiltonian twice
    have h2 : (bloch d * bloch d) *ᵥ ψ = 0 := by
      rw [← Matrix.mulVec_mulVec, hψ, Matrix.mulVec_zero]
    rw [bloch_sq, Matrix.smul_mulVec, Matrix.one_mulVec] at h2
    have h3 := Complex.ofReal_eq_zero.1 ((smul_eq_zero.1 h2).resolve_right hne)
    funext i
    have h4 := (Finset.sum_eq_zero_iff_of_nonneg (fun i _ => sq_nonneg (d i))).1 h3 i
      (Finset.mem_univ i)
    simpa using h4
  · rintro ⟨x, y, u, h⟩
    refine ⟨x, y, u, fun _ => 1, fun h1 => one_ne_zero (congrFun h1 0), ?_⟩
    rw [h]
    simp [bloch]

end

end HopfInsulator
```

These zero modes are bulk Bloch states of a non-interacting two-band crystal, not surface states. In numerical work on this model, a finite momentum mesh that misses the closing points shows a nonzero gap even at a critical m. The theorems locate the critical masses but compute no Hopf invariant for the gapped phases between them.

```lean
#print axioms HopfInsulator.hopf_eq_iff
#print axioms HopfInsulator.bloch_hopf_mulVec
#print axioms HopfInsulator.hopf_lattice_vanishes_iff
#print axioms HopfInsulator.zero_energy_state_iff
```

```
'HopfInsulator.hopf_eq_iff' depends on axioms: [propext, Classical.choice, Quot.sound]
'HopfInsulator.bloch_hopf_mulVec' depends on axioms: [propext, Classical.choice, Quot.sound]
'HopfInsulator.hopf_lattice_vanishes_iff' depends on axioms: [propext, Classical.choice, Quot.sound]
'HopfInsulator.zero_energy_state_iff' depends on axioms: [propext, Classical.choice, Quot.sound]
```
